# For a harmonic mode, log sinh(βω/2) is a zero-point term plus a thermal term, up to a constant

For positive real numbers b and w, the lemma states that log sinh(bw/2) = bw/2 + log(1 − e^(−bw)) − log 2. If b is read as inverse temperature and w as the frequency of a single harmonic oscillator, with ħ = 1, then bw/2 is the zero-point part of b times the free energy and log(1 − e^(−bw)) is the thermal part. The statement itself is only this identity between real numbers, and no Hamiltonian or partition function appears in it. The proof writes the sinh as e^(bw/2)(1 − e^(−bw))/2 and then takes the logarithm factor by factor, which requires 1 − e^(−bw) to be nonzero.

As first written in Lean, the proof fails:

```lean
import Mathlib

open Filter Topology Matrix

namespace DrudeFreeEnergy

noncomputable section

/-- For one mode, the logarithm of `sinh (b w / 2)` is a zero-point term plus a thermal
term, up to the constant `log 2`. -/
theorem log_sinh_mode {b w : ℝ} (hb : 0 < b) (hw : 0 < w) :
    Real.log (Real.sinh (b * w / 2)) =
      b * w / 2 + Real.log (1 - Real.exp (-(b * w))) - Real.log 2 := by
  have hbw : 0 < b * w := mul_pos hb hw
  have hlt : Real.exp (-(b * w)) < 1 := Real.exp_lt_one (by linarith)
  have hpos : 1 - Real.exp (-(b * w)) ≠ 0 := by linarith
  have hexp : Real.exp (-(b * w / 2)) = Real.exp (b * w / 2) * Real.exp (-(b * w)) := by
    rw [← Real.exp_add]
    congr 1
    ring
  -- factor out the growing exponential
  have hs : Real.sinh (b * w / 2) =
      Real.exp (b * w / 2) * (1 - Real.exp (-(b * w))) / 2 := by
    rw [Real.sinh_eq, hexp]
    ring
  rw [hs, Real.log_div (mul_ne_zero (Real.exp_ne_zero _) hpos) two_ne_zero,
    Real.log_mul (Real.exp_ne_zero _) hpos, Real.log_exp]

end

end DrudeFreeEnergy
```

Compiling this gives:

```
Main.lean:15:40: error(lean.unknownIdentifier): Unknown constant `Real.exp_lt_one`
```

What went wrong. The message says that no constant called `Real.exp_lt_one` exists in the environment. The proof calls it to get `hlt`, the fact that e^(−bw) is less than 1, so the failure is one of naming and the mathematics of the step is sound.

The repair uses `Real.exp_lt_one_iff`, which does exist and says that the exponential of a real number is less than 1 exactly when that number is negative. Because this is an equivalence and not an implication, it can't be applied directly to a proof that the exponent is negative. The added `.mpr` selects the direction needed, from a negative exponent to an exponential below 1. What is left to prove is `-(b * w) < 0`, and the same `linarith` call as before gets it from `hbw`, which says that `b * w` is positive. The rest of the proof is unchanged.

Lean accepts the file once it reads:

```diff
@@ -13,5 +13,5 @@
       b * w / 2 + Real.log (1 - Real.exp (-(b * w))) - Real.log 2 := by
   have hbw : 0 < b * w := mul_pos hb hw
-  have hlt : Real.exp (-(b * w)) < 1 := Real.exp_lt_one (by linarith)
+  have hlt : Real.exp (-(b * w)) < 1 := Real.exp_lt_one_iff.mpr (by linarith)
   have hpos : 1 - Real.exp (-(b * w)) ≠ 0 := by linarith
   have hexp : Real.exp (-(b * w / 2)) = Real.exp (b * w / 2) * Real.exp (-(b * w)) := by
```
